# A uniform lower bound on the denominators 1 − (−q)^(n+1) for 0 < q < 1

For a real number q strictly between 0 and 1 and every natural number n, the declaration states that 1 − (−q)^(n+1) is positive and at least 1 − q². The bound does not depend on n, so these quantities stay away from zero when they are used as denominators. The statement is purely an inequality about real numbers; it specifies no Hamiltonian, state or other physical model. The attempt first proves (−q)^(n+1) ≤ q², treating n = 0 separately and bounding the remaining powers by their absolute values, and then derives both claims from this inequality.

An attempt in Lean 4 with a fault in it:

```lean
import Mathlib

open Filter Topology

namespace DenominatorBound

noncomputable section

/-- For `0 < q < 1` the denominators `1 - (-q)^(n+1)` are positive and at least `1 - q²`. -/
theorem denominator_bound {q : ℝ} (h0 : 0 < q) (h1 : q < 1) (n : ℕ) :
    0 < 1 - (-q) ^ (n + 1) ∧ 1 - q ^ 2 ≤ 1 - (-q) ^ (n + 1) := by
  have h : (-q) ^ (n + 1) ≤ q ^ 2 := by
    cases n with
    | zero => nlinarith
    | succ m =>
      calc (-q) ^ (m + 1 + 1) ≤ |(-q) ^ (m + 1 + 1)| := le_abs_self _
        _ = q ^ m * q ^ 2 := by rw [abs_pow, abs_neg, abs_of_pos h0]; ring
        _ ≤ 1 * q ^ 2 :=
          mul_le_mul_of_nonneg_right (pow_le_one₀ h0.le h1.le) (sq_nonneg q)
        _ = q ^ 2 := one_mul _
  constructor <;> nlinarith

end

end DenominatorBound
```

Compiling this gives:

```
Main.lean:14:14: error: linarith failed to find a contradiction
case zero
q : ℝ
h0 : 0 < q
h1 : q < 1
a✝ : q ^ 2 < (-q) ^ (0 + 1)
⊢ False
failed
```

What went wrong. The only error is in the case n = 0. The message shows the negated goal, `q ^ 2 < (-q) ^ (0 + 1)`, from which `nlinarith` had to derive a contradiction. Mathematically the power is just −q, which is negative, while q² is nonnegative. But the exponent is still written as the sum `0 + 1`, not as a numeral, and the arithmetic procedure does not unfold such a power: it treats `(-q) ^ (0 + 1)` as an unknown quantity unrelated to `q`. The hypotheses on `q` then say nothing about it.

In the repair, `rw [zero_add, pow_one]` turns the exponent into `1` and then the power into `-q`, leaving the goal `-q ≤ q ^ 2`. The term `sq_nonneg q` supplies 0 ≤ q², and `h0` gives −q < 0. These two facts prove the goal by linear arithmetic, with `q ^ 2` treated as a single quantity, so `linarith` suffices.

The mended proof, as a diff:

```diff
@@ -12,5 +12,7 @@
   have h : (-q) ^ (n + 1) ≤ q ^ 2 := by
     cases n with
-    | zero => nlinarith
+    | zero =>
+      rw [zero_add, pow_one]
+      linarith [sq_nonneg q]
     | succ m =>
       calc (-q) ^ (m + 1 + 1) ≤ |(-q) ^ (m + 1 + 1)| := le_abs_self _
```
